# The tangent determinant at a saddle is largest for the unstable normal

Let $H$ be the real symmetric Hessian at a saddle, with eigenvalues $\lambda_i$ of which only $\lambda_k$ is negative and all others are positive, and let a plane through the saddle have unit normal $n$. The columns of $B$ are an orthonormal basis of the directions in the plane, and the tangent determinant is $\det(B^THB)$.

```lean
import Mathlib

open Matrix Finset

namespace SaddleDividingPlane

noncomputable section

variable {ι κ : Type*} [Fintype ι] [DecidableEq ι] [Fintype κ] [DecidableEq κ]

/-- A dividing plane: `n` is its unit normal, and the columns of `B` are an orthonormal
basis of the directions orthogonal to `n`. -/
structure IsTangentFrame (n : ι → ℝ) (B : Matrix ι κ ℝ) : Prop where
  unit : n ⬝ᵥ n = 1
  orthonormal : Bᵀ * B = 1
  complete : B * Bᵀ + vecMulVec n n = 1

/-- The determinant of the Hessian restricted to the dividing plane. -/
def tangentDet (H : Matrix ι ι ℝ) (B : Matrix ι κ ℝ) : ℝ := (Bᵀ * H * B).det

/-- The harmonic weight of a dividing plane: the inverse square root of its tangent
determinant. -/
def planeWeight (H : Matrix ι ι ℝ) (B : Matrix ι κ ℝ) : ℝ := 1 / √(tangentDet H B)

/-- The determinant of a rank-one update of the identity. -/
theorem det_one_add_rank_one (u v : ι → ℝ) :
    (1 + vecMulVec u v).det = 1 + v ⬝ᵥ u := by
  have h : vecMulVec u v = (Matrix.of fun i (_ : Unit) => u i) *
      (Matrix.of fun (_ : Unit) j => v j) := by
    ext i j
    simp [vecMulVec_apply, Matrix.mul_apply]
  rw [h, Matrix.det_one_add_mul_comm, Matrix.det_unique]
  simp [Matrix.mul_apply, dotProduct]

/-- The tangent determinant is the full Hessian determinant times the normal-normal
element of the inverse Hessian. -/
theorem tangentDet_eq {H : Matrix ι ι ℝ} {n : ι → ℝ} {B : Matrix ι κ ℝ}
    (hB : IsTangentFrame n B) (hH : IsUnit H.det) :
    tangentDet H B = H.det * (n ⬝ᵥ H⁻¹ *ᵥ n) := by
  have h1 : Bᵀ * H * B = 1 + Bᵀ * ((H - 1) * B) := by
    rw [Matrix.sub_mul, Matrix.one_mul, Matrix.mul_sub, hB.orthonormal, Matrix.mul_assoc]
    abel
  have hP : B * Bᵀ = 1 - vecMulVec n n := eq_sub_of_add_eq hB.complete
  -- moving Bᵀ around the determinant leaves H times a rank-one update of the identity
  have h2 : 1 + (H - 1) * B * Bᵀ = H * (1 + vecMulVec (H⁻¹ *ᵥ n - n) n) := by
    have e : vecMulVec (H⁻¹ *ᵥ n - n) n = H⁻¹ * vecMulVec n n - vecMulVec n n := by
      ext i j
      simp [vecMulVec_apply, Matrix.mul_apply, mulVec, dotProduct, Finset.sum_mul,
        sub_mul, mul_assoc]
    have hi : H * (H⁻¹ * vecMulVec n n) = vecMulVec n n := by
      rw [← Matrix.mul_assoc, Matrix.mul_nonsing_inv H hH, Matrix.one_mul]
    have hr : H * (1 + (H⁻¹ * vecMulVec n n - vecMulVec n n)) =
        H + (vecMulVec n n - H * vecMulVec n n) := by
      rw [Matrix.mul_add, Matrix.mul_one, Matrix.mul_sub, hi]
    rw [Matrix.mul_assoc, hP, e, hr]
    noncomm_ring
  rw [tangentDet, h1, Matrix.det_one_add_mul_comm, h2, Matrix.det_mul,
    det_one_add_rank_one, dotProduct_sub, hB.unit]
  ring

/-- A symmetric Hessian has an orthogonal matrix of normal modes. -/
theorem exists_modes {H : Matrix ι ι ℝ} (hH : H.IsHermitian) :
    ∃ Q : Matrix ι ι ℝ, Qᵀ * Q = 1 ∧ H * Q = Q * diagonal hH.eigenvalues := by
  refine ⟨Matrix.of fun i j => hH.eigenvectorBasis j i, ?_, ?_⟩
  · ext a b
    have h := orthonormal_iff_ite.mp hH.eigenvectorBasis.orthonormal a b
    simp only [PiLp.inner_apply, RCLike.inner_apply, conj_trivial] at h
    rw [Matrix.one_apply, ← h, Matrix.mul_apply]
    exact Finset.sum_congr rfl fun i _ => by simp [mul_comm]
  · ext i j
    have h := congrFun (hH.mulVec_eigenvectorBasis j) i
    rw [Matrix.mul_diagonal]
    simpa [mulVec, dotProduct, Matrix.mul_apply, mul_comm] using h

/-- The gap between the product of all eigenvalues but the `k`-th and the tangent
determinant, written through the squared overlaps of the normal with the modes. -/
theorem tangentDet_gap {H Q : Matrix ι ι ℝ} {l n : ι → ℝ} {B : Matrix ι κ ℝ} (k : ι)
    (hQ : Qᵀ * Q = 1) (hHQ : H * Q = Q * diagonal l) (hl : ∀ i, l i ≠ 0)
    (hB : IsTangentFrame n B) :
    ∏ i ∈ univ.erase k, l i - tangentDet H B =
      (∏ i ∈ univ.erase k, l i) * ∑ i, (Qᵀ *ᵥ n) i ^ 2 * (1 - l k / l i) := by
  have hQ' : Q * Qᵀ = 1 := mul_eq_one_comm.mp hQ
  have hq : Q.det ≠ 0 := by
    intro h0
    have h := congrArg Matrix.det hQ
    simp [Matrix.det_mul, h0] at h
  have hdet : H.det = ∏ i, l i := by
    have h := congrArg Matrix.det hHQ
    rw [Matrix.det_mul, Matrix.det_mul, Matrix.det_diagonal, mul_comm] at h
    exact mul_left_cancel₀ hq h
  have hu : IsUnit H.det := by
    rw [hdet]
    exact isUnit_iff_ne_zero.mpr (Finset.prod_ne_zero_iff.mpr fun i _ => hl i)
  have hd : diagonal l * diagonal (fun i => (l i)⁻¹) = 1 := by
    simp [Matrix.diagonal_mul_diagonal, hl]
  -- the inverse Hessian in the normal modes
  have hinv : H⁻¹ = Q * diagonal (fun i => (l i)⁻¹) * Qᵀ := by
    apply Matrix.inv_eq_right_inv
    calc H * (Q * diagonal (fun i => (l i)⁻¹) * Qᵀ)
        = (H * Q) * diagonal (fun i => (l i)⁻¹) * Qᵀ := by simp only [Matrix.mul_assoc]
      _ = Q * (diagonal l * diagonal (fun i => (l i)⁻¹)) * Qᵀ := by
          rw [hHQ]; simp only [Matrix.mul_assoc]
      _ = 1 := by rw [hd, Matrix.mul_one, hQ']
  have hS : n ⬝ᵥ H⁻¹ *ᵥ n = ∑ i, (Qᵀ *ᵥ n) i * ((l i)⁻¹ * (Qᵀ *ᵥ n) i) := by
    rw [hinv, ← Matrix.mulVec_mulVec, ← Matrix.mulVec_mulVec, Matrix.dotProduct_mulVec,
      ← Matrix.mulVec_transpose]
    simp only [dotProduct, Matrix.mulVec_diagonal]
  have hc : (Qᵀ *ᵥ n) ⬝ᵥ (Qᵀ *ᵥ n) = 1 := by
    rw [Matrix.dotProduct_mulVec, ← Matrix.mulVec_transpose, Matrix.transpose_transpose,
      Matrix.mulVec_mulVec, hQ', Matrix.one_mulVec, hB.unit]
  have hsum : ∑ i, (Qᵀ *ᵥ n) i ^ 2 * (1 - l k / l i) =
      1 - l k * ∑ i, (Qᵀ *ᵥ n) i * ((l i)⁻¹ * (Qᵀ *ᵥ n) i) := by
    have hc' : ∑ i, (Qᵀ *ᵥ n) i * (Qᵀ *ᵥ n) i = 1 := hc
    calc ∑ i, (Qᵀ *ᵥ n) i ^ 2 * (1 - l k / l i)
        = ∑ i, ((Qᵀ *ᵥ n) i * (Qᵀ *ᵥ n) i -
            l k * ((Qᵀ *ᵥ n) i * ((l i)⁻¹ * (Qᵀ *ᵥ n) i))) :=
          Finset.sum_congr rfl fun i _ => by rw [div_eq_mul_inv]; ring
      _ = 1 - l k * ∑ i, (Qᵀ *ᵥ n) i * ((l i)⁻¹ * (Qᵀ *ᵥ n) i) := by
          rw [Finset.sum_sub_distrib, ← Finset.mul_sum, hc']
  rw [tangentDet_eq hB hu, hdet, ← Finset.mul_prod_erase univ l (mem_univ k), hS, hsum]
  ring

/-- A vector satisfies the eigenvector equation of a nondegenerate mode `k` exactly when
its overlaps with all other modes vanish. -/
theorem eigenvector_iff_overlaps {H Q : Matrix ι ι ℝ} {l : ι → ℝ} (n : ι → ℝ) {k : ι}
    (hQ : Qᵀ * Q = 1) (hHQ : H * Q = Q * diagonal l) (hk : ∀ i, i ≠ k → l i ≠ l k) :
    H *ᵥ n = l k • n ↔ ∀ i, i ≠ k → (Qᵀ *ᵥ n) i = 0 := by
  have hQ' : Q * Qᵀ = 1 := mul_eq_one_comm.mp hQ
  have hQH : Qᵀ * H = diagonal l * Qᵀ := by
    calc Qᵀ * H = Qᵀ * (H * Q) * Qᵀ := by
          rw [Matrix.mul_assoc, Matrix.mul_assoc, hQ', Matrix.mul_one]
      _ = diagonal l * Qᵀ := by rw [hHQ, ← Matrix.mul_assoc, hQ, Matrix.one_mul]
  have key : ∀ i, (Qᵀ *ᵥ (H *ᵥ n)) i = l i * (Qᵀ *ᵥ n) i := by
    intro i
    rw [Matrix.mulVec_mulVec, hQH, ← Matrix.mulVec_mulVec, Matrix.mulVec_diagonal]
  constructor
  · intro h i hi
    have h1 := key i
    rw [h, Matrix.mulVec_smul, Pi.smul_apply, smul_eq_mul] at h1
    have h2 : (l i - l k) * (Qᵀ *ᵥ n) i = 0 := by linear_combination -h1
    exact (mul_eq_zero.mp h2).resolve_left (sub_ne_zero.mpr (hk i hi))
  · intro h
    have h1 : Qᵀ *ᵥ (H *ᵥ n) = Qᵀ *ᵥ (l k • n) := by
      funext i
      rw [key, Matrix.mulVec_smul, Pi.smul_apply, smul_eq_mul]
      by_cases hi : i = k
      · rw [hi]
      · rw [h i hi, mul_zero, mul_zero]
    have h2 := congrArg (fun v => Q *ᵥ v) h1
    simpa only [Matrix.mulVec_mulVec, ← Matrix.mul_assoc, hQ', Matrix.one_mul,
      Matrix.one_mulVec] using h2

/-- For a symmetric Hessian with one negative eigenvalue and all others positive, the
tangent determinant of a dividing plane is
at most the product of the positive eigenvalues, with equality exactly when the normal is
an eigenvector for the negative eigenvalue. -/
theorem tangentDet_le_and_eq_iff {H : Matrix ι ι ℝ} (hH : H.IsHermitian) {k : ι}
    (hk : hH.eigenvalues k < 0) (hpos : ∀ i, i ≠ k → 0 < hH.eigenvalues i)
    {n : ι → ℝ} {B : Matrix ι κ ℝ} (hB : IsTangentFrame n B) :
    tangentDet H B ≤ ∏ i ∈ univ.erase k, hH.eigenvalues i ∧
      (tangentDet H B = ∏ i ∈ univ.erase k, hH.eigenvalues i ↔
        H *ᵥ n = hH.eigenvalues k • n) := by
  obtain ⟨Q, hQ, hHQ⟩ := exists_modes hH
  have hl : ∀ i, hH.eigenvalues i ≠ 0 := by
    intro i
    by_cases hi : i = k
    · rw [hi]; exact hk.ne
    · exact (hpos i hi).ne'
  have hP : 0 < ∏ i ∈ univ.erase k, hH.eigenvalues i :=
    Finset.prod_pos fun i hi => hpos i (Finset.ne_of_mem_erase hi)
  have hw : ∀ i, i ≠ k → 0 < 1 - hH.eigenvalues k / hH.eigenvalues i := by
    intro i hi
    have := div_neg_of_neg_of_pos hk (hpos i hi)
    linarith
  have hwk : 1 - hH.eigenvalues k / hH.eigenvalues k = 0 := by
    rw [div_self hk.ne, sub_self]
  -- every mode contributes a nonnegative amount to the gap
  have hterm : ∀ i ∈ (univ : Finset ι),
      0 ≤ (Qᵀ *ᵥ n) i ^ 2 * (1 - hH.eigenvalues k / hH.eigenvalues i) := by
    intro i _
    by_cases hi : i = k
    · rw [hi, hwk, mul_zero]
    · exact mul_nonneg (sq_nonneg _) (hw i hi).le
  have hgap := tangentDet_gap k hQ hHQ hl hB
  refine ⟨?_, ?_⟩
  · have := mul_nonneg hP.le (Finset.sum_nonneg hterm)
    linarith
  · rw [eigenvector_iff_overlaps n hQ hHQ fun i hi => (hk.trans (hpos i hi)).ne']
    constructor
    · intro h i hi
      rw [h, sub_self] at hgap
      have h0 := (mul_eq_zero.mp hgap.symm).resolve_left hP.ne'
      have h1 := (Finset.sum_eq_zero_iff_of_nonneg hterm).mp h0 i (mem_univ i)
      exact pow_eq_zero_iff two_ne_zero |>.mp
        ((mul_eq_zero.mp h1).resolve_right (hw i hi).ne')
    · intro h
      have h0 : ∑ i, (Qᵀ *ᵥ n) i ^ 2 *
          (1 - hH.eigenvalues k / hH.eigenvalues i) = 0 := by
        refine Finset.sum_eq_zero fun i _ => ?_
        by_cases hi : i = k
        · rw [hi, hwk, mul_zero]
        · rw [h i hi]; ring
      rw [h0, mul_zero] at hgap
      linarith

/-- For a symmetric Hessian with one negative eigenvalue and all others positive, and a
dividing plane with positive tangent determinant, the harmonic weight is at least
the inverse square root of the product of the positive eigenvalues. -/
theorem planeWeight_lower_bound {H : Matrix ι ι ℝ} (hH : H.IsHermitian) {k : ι}
    (hk : hH.eigenvalues k < 0) (hpos : ∀ i, i ≠ k → 0 < hH.eigenvalues i)
    {n : ι → ℝ} {B : Matrix ι κ ℝ} (hB : IsTangentFrame n B) (hD : 0 < tangentDet H B) :
    1 / √(∏ i ∈ univ.erase k, hH.eigenvalues i) ≤ planeWeight H B :=
  one_div_le_one_div_of_le (Real.sqrt_pos.mpr hD)
    (Real.sqrt_le_sqrt (tangentDet_le_and_eq_iff hH hk hpos hB).1)

/-- In two dimensions, a normal at angle `θ` and its perpendicular form a tangent frame; for
the Hessian `diag(-a, b)` the tangent determinant is `b cos² θ - a sin² θ`. -/
theorem isTangentFrame_witness (a b θ : ℝ) :
    IsTangentFrame ![Real.cos θ, Real.sin θ] !![-Real.sin θ; Real.cos θ] ∧
      tangentDet !![-a, 0; 0, b] !![-Real.sin θ; Real.cos θ] =
        b * Real.cos θ ^ 2 - a * Real.sin θ ^ 2 := by
  have h := Real.sin_sq_add_cos_sq θ
  refine ⟨⟨?_, ?_, ?_⟩, ?_⟩
  · simp only [dotProduct, Fin.sum_univ_two, Matrix.cons_val_zero, Matrix.cons_val_one]
    linarith
  · ext i j
    fin_cases i; fin_cases j
    simp [Matrix.mul_apply, Fin.sum_univ_succ]
    linarith
  · ext i j
    rw [Matrix.add_apply, Matrix.mul_apply, vecMulVec_apply]
    fin_cases i <;> fin_cases j <;>
      simp [Matrix.transpose_apply] <;> linarith
  · rw [tangentDet, Matrix.det_unique]
    simp [Matrix.mul_apply, Fin.sum_univ_succ]
    ring

end

end SaddleDividingPlane
```

```lean
#print axioms SaddleDividingPlane.tangentDet_le_and_eq_iff
#print axioms SaddleDividingPlane.planeWeight_lower_bound
```

```
'SaddleDividingPlane.tangentDet_le_and_eq_iff' depends on axioms: [propext, Classical.choice, Quot.sound]
'SaddleDividingPlane.planeWeight_lower_bound' depends on axioms: [propext, Classical.choice, Quot.sound]
```

## What the theorems say

The main theorem, `tangentDet_le_and_eq_iff`, states that

$$\det(B^THB)\le\prod_{i\ne k}\lambda_i ,$$

and that equality holds exactly when $Hn=\lambda_k n$. Since $n$ has unit length and $\lambda_k$ is nondegenerate, this means that $n$ is the unstable mode up to sign.

In the code, `ι` labels the coordinates and also the eigenvalues, while `κ` labels the directions in the plane. The proposition `IsTangentFrame n B` collects three conditions: $n\cdot n=1$, $B^TB=1$ and $BB^T+nn^T=1$. The last one says that the columns of $B$ together with $n$ resolve the identity, so the plane has exactly one dimension fewer than the whole space. The matrix $nn^T$ is written `vecMulVec n n`.

The hypothesis `hH : H.IsHermitian` is ordinary symmetry for a real matrix, and `hH.eigenvalues i` is $\lambda_i$. The saddle condition is given by `hk` and `hpos`, which also exclude zero eigenvalues. The product over `univ.erase k` runs over all modes except $k$. With a single coordinate the plane is a point, and both the tangent determinant and the product are empty and equal to 1.

The formula behind the bound, `tangentDet_eq`, is more general. It needs only an invertible $H$, with no symmetry and no condition on signs:

$$\det(B^THB)=\det(H)\,\langle n,H^{-1}n\rangle .$$

## The physics

In classical harmonic transition-state theory with mass-weighted coordinates, the Boltzmann integral over a planar dividing surface through the saddle is proportional to $1/\sqrt{\det(B^THB)}$, provided that $B^THB$ is positive definite. The mean one-way speed along $n$ is the same for every direction, so the orientation of the plane enters the rate estimate only through this factor.

The code calls the factor `planeWeight`. The theorem `planeWeight_lower_bound` says that, for a positive tangent determinant,

$$\frac{1}{\sqrt{\prod_{i\ne k}\lambda_i}}\le\frac{1}{\sqrt{\det(B^THB)}} .$$

By the equality case of the main theorem, the unstable normal attains this bound. Within the harmonic model, tilting the plane away from that orientation therefore raises the estimated flux, in line with the variational reading of transition-state theory.

The positivity hypothesis `hD` matters here. It asks for a positive determinant rather than positive definiteness, but at such a saddle the two agree. $H$ is positive definite on the span of the modes $i\ne k$, which meets the plane in a subspace of at most one dimension fewer than the plane, so $B^THB$ has at most one nonpositive eigenvalue (this remark is not formalised). For a strongly tilted plane the restricted Hessian can have a negative direction, and the Gaussian integral diverges. Lean's square root and division would then return the weight 0, which says nothing about a rate.

The file contains the linear algebra and the weight, but not the Gaussian integral, the velocity average or the rate. Curved dividing surfaces, anharmonic terms, recrossing and tunnelling are not treated.

## The derivation by hand

**The inverse-Hessian formula.** Since $B^TB=1$, we can write $B^THB=1+B^T(H-1)B$. The identity $\det(1+XY)=\det(1+YX)$ with $X=B^T$ and $Y=(H-1)B$ moves $B^T$ to the right-hand end, where $BB^T=1-nn^T$:

$$
\begin{aligned}
\det(B^THB)&=\det\bigl(1+(H-1)(1-nn^T)\bigr)\\
&=\det\bigl(H-Hnn^T+nn^T\bigr)\\
&=\det(H)\,\det\bigl(1+(H^{-1}n-n)n^T\bigr).
\end{aligned}
$$

For a rank-one update, $\det(1+uv^T)=1+v\cdot u$. The last factor is therefore

$$1+n\cdot(H^{-1}n-n)=1+\langle n,H^{-1}n\rangle-1=\langle n,H^{-1}n\rangle .$$

**The gap.** Let $Q$ be the orthogonal matrix whose columns are the normal modes, so that $HQ=Q\Lambda$ with $\Lambda=\mathrm{diag}(\lambda_i)$. The overlaps of the normal with the modes are $c_i=(Q^Tn)_i$, and $\sum_i c_i^2=1$. From $H^{-1}=Q\Lambda^{-1}Q^T$ we get $\langle n,H^{-1}n\rangle=\sum_i c_i^2/\lambda_i$. Write $P=\prod_{i\ne k}\lambda_i$, so that $\det(H)=\lambda_kP$. Then

$$
P-\det(B^THB)=P\Bigl(1-\lambda_k\sum_i\frac{c_i^2}{\lambda_i}\Bigr)
=P\sum_i c_i^2\Bigl(1-\frac{\lambda_k}{\lambda_i}\Bigr).
$$

**The sign.** The term $i=k$ vanishes. For $i\ne k$ the ratio $\lambda_k/\lambda_i$ is negative, so the bracket is positive. Since $P>0$, the gap is nonnegative, and it vanishes exactly when $c_i=0$ for every $i\ne k$.

**The equality case.** Multiplying $Hn=\lambda_kn$ by $Q^T$ gives $(\lambda_i-\lambda_k)c_i=0$, hence $c_i=0$ for $i\ne k$. Conversely, if only $c_k$ survives, then $Q^THn=\Lambda Q^Tn=\lambda_kQ^Tn$, and multiplying by $Q$ returns the eigenvector equation.

**A planar example.** Take $H=\mathrm{diag}(-a,b)$ with $a,b>0$, and let the normal be $(\cos\theta,\sin\theta)$. The tangent is $(-\sin\theta,\cos\theta)$, and

$$B^THB=b\cos^2\theta-a\sin^2\theta=b-(a+b)\sin^2\theta .$$

The maximum $b$ is reached when the normal lies along the first axis, which is the unstable direction. The theorem `isTangentFrame_witness` checks the frame and the first form of the determinant for all real $a$, $b$ and $\theta$.

## How the Lean proof follows it

`det_one_add_rank_one` writes $uv^T$ as a column times a row and applies `Matrix.det_one_add_mul_comm`, which leaves a $1\times1$ determinant. `tangentDet_eq` uses the same identity for the frame: its step `h1` splits off the identity matrix, and `h2` factors out $H$.

`exists_modes` builds $Q$ from Mathlib's orthonormal eigenvector basis. `tangentDet_gap` then obtains $\det(H)$ by taking determinants of $HQ=Q\Lambda$, and `hinv` verifies the spectral form of the inverse by multiplying it by $H$. The steps `hS` and `hc` are the expansion of $\langle n,H^{-1}n\rangle$ and the normalisation $\sum_i c_i^2=1$. This lemma assumes only that the numbers `l i` are nonzero; their signs enter later.

`eigenvector_iff_overlaps` proves the equality case in both directions. In the main theorem, `hterm` shows that each term of the gap is nonnegative, which gives the inequality. For equality, `Finset.sum_eq_zero_iff_of_nonneg` turns a vanishing sum into vanishing terms, and the positive bracket forces each overlap with $i\ne k$ to be zero. The bound on the weight follows because the square root is increasing and the reciprocal is decreasing on positive numbers.

## In a calculation

For a chosen normal, the tangent determinant can be computed without building $B$. Factorise $H$ once, solve $Hx=n$, and form $\det(H)\,(n\cdot x)$. The factorisation must accept an indefinite matrix, so a plain Cholesky routine will not do for $H$ itself. For large systems it is safer to keep the sign and the logarithm of the determinant separately.

At a saddle with one negative eigenvalue $\det(H)<0$, so a plane has a positive tangent determinant exactly when $n\cdot x<0$. A useful test of a code is to complete $n$ to an orthonormal basis by a QR factorisation, take the remaining columns as $B$, and compare $\det(B^THB)$ with the formula.

For a free molecule, overall translations and rotations give zero eigenvalues at a stationary point. They have to be projected out first, with $H$ and $n$ expressed in the remaining coordinates, because the formula requires an invertible Hessian.
